# From the same starting phase, a lower coefficient in ψ'' = qψ never retards the Prüfer phase

Write the one-dimensional Schrödinger equation as $\psi''=q\psi$, with $x$ measured in units of a fixed length $L$ and $q(x)=2mL^2\,(V(x)-E)/\hbar^2$, so that $x$ and $q$ are dimensionless. Raising the energy $E$ lowers $q$ everywhere. The Prüfer variables are an amplitude $r$ and a phase $\theta$ with
$$\psi=r\sin\theta,\qquad \psi'=r\cos\theta .$$
Where $r\neq0$, the nodes of $\psi$ are the points at which $\theta$ is an integer multiple of $\pi$. Differentiating both relations and using $\psi''=q\psi$ gives
$$r'\sin\theta+r\theta'\cos\theta=r\cos\theta,\qquad r'\cos\theta-r\theta'\sin\theta=q\,r\sin\theta .$$
Multiply the first by $\cos\theta$, the second by $\sin\theta$, and subtract; then multiply them by $\sin\theta$ and $\cos\theta$ and add. For $r\ne0$ the results are
$$\theta'=\cos^2\theta-q\sin^2\theta,\qquad r'=(1+q)\,r\sin\theta\cos\theta .$$
The phase equation does not contain $r$.

## The phase order and its derivation

Let $\theta$ be a phase for a continuous coefficient $f$, and $\eta$ a phase for $g$, with $g\le f$ to the right of $a$. If $\theta(a)\le\eta(a)$, then $\theta(x)\le\eta(x)$ for every $x\ge a$.

**The rates.** Since $\cos^2\alpha-p\sin^2\alpha=1-(1+p)\sin^2\alpha$, the rate for $p$ at $\alpha$ minus the rate for $q$ at $\beta$ is
$$-(1+p)(\sin^2\alpha-\sin^2\beta)-(p-q)\sin^2\beta .$$
For $q\le p$ the last term is not positive. In the first, $\sin^2\alpha-\sin^2\beta=\sin(\alpha+\beta)\sin(\alpha-\beta)$ has absolute value at most $|\alpha-\beta|$. If $|1+p|\le K$, the rate difference is therefore at most $K|\alpha-\beta|$.

**The barrier.** Fix $x\ge a$. The continuous function $1+f$ is bounded on $[a,x]$, say by $K$. Put $w=\theta-\eta$ and, for $\varepsilon>0$, $B(t)=\varepsilon e^{(K+1)(t-a)}$. At the start $w(a)\le0<B(a)$. Wherever $w=B$,
$$w'\le K|w|=KB<(K+1)B=B' .$$
To cross $B$ from below, $w$ would need $w'\ge B'$ at the point of contact, so $w\le B$ on all of $[a,x]$. Letting $\varepsilon\to0$ gives $w(x)\le0$.

**The lead.** Now $d=\eta-\theta\ge0$, and the rate bound gives $d'\ge-Kd$. Hence $(d\,e^{K(t-a)})'\ge0$, and
$$d(x)\ge d(a)\,e^{-K(x-a)} .$$
A strictly positive initial lead stays strictly positive.

**The nodes.** If $\eta(a)\le n\pi\le\theta(x)$, then $\eta(a)\le n\pi\le\eta(x)$, and the continuous function $\eta$ takes the value $n\pi$ somewhere in $[a,x]$.

For a single particle in one dimension with a continuous potential, this bears on the shooting method: when the equation is integrated from left to right with the starting phase held fixed, raising the trial energy never lowers the exact phase at the right-hand endpoint. The error of a numerical integrator is a separate matter.

## Phases and wavefunctions in Lean

The development works over the real numbers.

```lean
import Mathlib

open Set

namespace PruferPhaseComparison
```

The right-hand side of the phase equation is a function of the local coefficient `q` and the angle `α`.

```lean
/-- The rate of advance of the Prüfer phase `α` where the wave equation `ψ'' = q ψ` has
coefficient `q`. -/
noncomputable def pruferRate (q α : ℝ) : ℝ :=
  Real.cos α ^ 2 - q * Real.sin α ^ 2
```

A phase is a function on the whole line that satisfies the equation at every point. `HasDerivAt` states both that the derivative exists and what it equals.

```lean
/-- The function `θ` is a Prüfer phase for the coefficient function `q`: it obeys
`θ' = cos² θ - q sin² θ` everywhere. -/
def IsPruferPhase (q θ : ℝ → ℝ) : Prop :=
  ∀ x, HasDerivAt θ (pruferRate (q x) (θ x)) x
```

This definition assumes a solution; it does not construct one. It also restricts the potentials: at a jump of $q$ the phase generally has a kink, so square wells are not covered as they stand.

The next theorem connects the phase with the wave equation, in the direction opposite to the derivation above: given the phase and amplitude equations, $r\sin\theta$ has derivative $r\cos\theta$, which in turn has derivative $q\,r\sin\theta$. The proof applies the product rule and then $\sin^2\theta+\cos^2\theta=1$. The amplitude $r=0$ is allowed and gives the zero solution.

```lean
/-- A Prüfer phase `θ` with an amplitude obeying `r' = (1 + q) r sin θ cos θ` gives a solution
`ψ = r sin θ` of `ψ'' = q ψ`, whose slope is `ψ' = r cos θ`. -/
theorem wavefunction_of_phase {q θ r : ℝ → ℝ} (hθ : IsPruferPhase q θ)
    (hr : ∀ x, HasDerivAt r ((1 + q x) * r x * Real.sin (θ x) * Real.cos (θ x)) x) (x : ℝ) :
    HasDerivAt (fun t => r t * Real.sin (θ t)) (r x * Real.cos (θ x)) x ∧
    HasDerivAt (fun t => r t * Real.cos (θ t)) (q x * (r x * Real.sin (θ x))) x := by
  have h := Real.sin_sq_add_cos_sq (θ x)
  constructor
  · refine ((hr x).fun_mul (hθ x).sin).congr_deriv ?_
    unfold pruferRate
    linear_combination (r x * Real.cos (θ x)) * h
  · refine ((hr x).fun_mul (hθ x).cos).congr_deriv ?_
    unfold pruferRate
    linear_combination (q x * r x * Real.sin (θ x)) * h
```

## Bounding the difference of the rates

The first lemma is the bound on the squared sines. Its step `hfac` is the factorisation. Its step `hsin` obtains $|\sin z|\le|z|$ from $\cos 2z\ge1-2z^2$, because $\cos2z=1-2\sin^2z$.

```lean
/-- The squared sine changes by no more than the angle does. -/
theorem abs_sin_sq_sub_le (α β : ℝ) :
    |Real.sin α ^ 2 - Real.sin β ^ 2| ≤ |α - β| := by
  have hα := Real.sin_sq_add_cos_sq α
  have hβ := Real.sin_sq_add_cos_sq β
  have hfac : Real.sin α ^ 2 - Real.sin β ^ 2 = Real.sin (α + β) * Real.sin (α - β) := by
    rw [Real.sin_add, Real.sin_sub]
    linear_combination (-Real.sin α ^ 2) * hβ + Real.sin β ^ 2 * hα
  -- |sin z| ≤ |z| follows from the quadratic lower bound on cos (2 z)
  have hsin : |Real.sin (α - β)| ≤ |α - β| := by
    apply sq_le_sq.mp
    have h1 := Real.one_sub_sq_div_two_le_cos (x := 2 * (α - β))
    rw [Real.cos_two_mul] at h1
    have h2 := Real.sin_sq_add_cos_sq (α - β)
    nlinarith
  rw [hfac, abs_mul]
  calc |Real.sin (α + β)| * |Real.sin (α - β)| ≤ 1 * |α - β| :=
        mul_le_mul (Real.abs_sin_le_one _) hsin (abs_nonneg _) zero_le_one
    _ = |α - β| := one_mul _
```

The second lemma splits the rate difference as in the derivation (`hsplit`), discards the term of known sign (`h1`) and bounds the other (`h3`).

```lean
/-- If `q ≤ p` and `|1 + p| ≤ K`, the phase rate for `p` exceeds that for `q` by at most `K`
times the distance between the phases. -/
theorem pruferRate_sub_le {p q K : ℝ} (hqp : q ≤ p) (hK : |1 + p| ≤ K) (α β : ℝ) :
    pruferRate p α - pruferRate q β ≤ K * |α - β| := by
  have hα := Real.sin_sq_add_cos_sq α
  have hβ := Real.sin_sq_add_cos_sq β
  have hsplit : pruferRate p α - pruferRate q β =
      -((1 + p) * (Real.sin α ^ 2 - Real.sin β ^ 2)) - (p - q) * Real.sin β ^ 2 := by
    unfold pruferRate
    linear_combination hα - hβ
  have h1 : 0 ≤ (p - q) * Real.sin β ^ 2 := mul_nonneg (sub_nonneg.mpr hqp) (sq_nonneg _)
  have h2 := neg_le_abs ((1 + p) * (Real.sin α ^ 2 - Real.sin β ^ 2))
  rw [abs_mul] at h2
  have h3 : |1 + p| * |Real.sin α ^ 2 - Real.sin β ^ 2| ≤ K * |α - β| :=
    mul_le_mul hK (abs_sin_sq_sub_le α β) (abs_nonneg _) ((abs_nonneg _).trans hK)
  linarith
```

## The comparison theorem

The hypothesis `hgf` requires $g\le f$ only from $a$ onwards. Continuity is asked of `f` alone, and its use is to supply `K` by compactness of $[a,x]$.

```lean
/-- **Prüfer phase comparison.** Let `f` be continuous. If `g ≤ f` from `a` onwards and the phase
`η` for `g` starts at or ahead of the phase `θ` for `f`, then `η` is never behind `θ` at any later
point. -/
theorem phase_comparison {f g θ η : ℝ → ℝ} {a : ℝ} (hf : Continuous f)
    (hgf : ∀ t, a ≤ t → g t ≤ f t) (hθ : IsPruferPhase f θ) (hη : IsPruferPhase g η)
    (h0 : θ a ≤ η a) {x : ℝ} (hx : a ≤ x) : θ x ≤ η x := by
  obtain ⟨K, hK⟩ := (isCompact_Icc (a := a) (b := x)).exists_bound_of_continuousOn
    (continuous_const.add hf : Continuous fun t => 1 + f t).continuousOn
  have hd : ∀ t, HasDerivAt (fun s => θ s - η s)
      (pruferRate (f t) (θ t) - pruferRate (g t) (η t)) t :=
    fun t => (hθ t).fun_sub (hη t)
  -- the excess θ - η stays below every exponential barrier of positive height
  have barrier : ∀ ε : ℝ, 0 < ε → θ x - η x ≤ ε * Real.exp ((K + 1) * (x - a)) := by
    intro ε hε
    have hB : ∀ t, HasDerivAt (fun s => ε * Real.exp ((K + 1) * (s - a)))
        (ε * (Real.exp ((K + 1) * (t - a)) * (K + 1))) t := by
      intro t
      have h1 : HasDerivAt (fun s => (K + 1) * (s - a)) (K + 1) t :=
        (((hasDerivAt_id' t).sub_const a).const_mul (K + 1)).congr_deriv (mul_one _)
      exact h1.exp.const_mul ε
    refine image_le_of_deriv_right_lt_deriv_boundary'
      (f := fun s => θ s - η s)
      (f' := fun t => pruferRate (f t) (θ t) - pruferRate (g t) (η t))
      (B := fun s => ε * Real.exp ((K + 1) * (s - a)))
      (B' := fun t => ε * (Real.exp ((K + 1) * (t - a)) * (K + 1)))
      (fun t _ => (hd t).continuousAt.continuousWithinAt)
      (fun t _ => (hd t).hasDerivWithinAt) ?_
      (fun t _ => (hB t).continuousAt.continuousWithinAt)
      (fun t _ => (hB t).hasDerivWithinAt) ?_ (right_mem_Icc.mpr hx)
    · have : 0 < ε * Real.exp ((K + 1) * (a - a)) := mul_pos hε (Real.exp_pos _)
      show θ a - η a ≤ ε * Real.exp ((K + 1) * (a - a))
      linarith
    · intro t ht heq
      have heq' : θ t - η t = ε * Real.exp ((K + 1) * (t - a)) := heq
      have hpos : 0 < ε * Real.exp ((K + 1) * (t - a)) := mul_pos hε (Real.exp_pos _)
      have hr := pruferRate_sub_le (hgf t ht.1) (hK t ⟨ht.1, ht.2.le⟩) (θ t) (η t)
      rw [heq', abs_of_pos hpos] at hr
      show pruferRate (f t) (θ t) - pruferRate (g t) (η t) <
        ε * (Real.exp ((K + 1) * (t - a)) * (K + 1))
      linarith
  by_contra hcon
  have hw : 0 < θ x - η x := sub_pos.mpr (not_le.mp hcon)
  have hE := Real.exp_pos ((K + 1) * (x - a))
  have hb := barrier ((θ x - η x) / 2 / Real.exp ((K + 1) * (x - a))) (by positivity)
  rw [div_mul_cancel₀ _ hE.ne'] at hb
  linarith
```

The statement `barrier` is the inequality $w(x)\le B(x)$. The Mathlib lemma `image_le_of_deriv_right_lt_deriv_boundary'` carries the crossing argument; the two goals that it leaves to be proved are the inequality at $a$ and the strict inequality of slopes at a contact point. In place of a limit, the proof supposes $w(x)>0$ and chooses $\varepsilon$ so that $B(x)=w(x)/2$, which is a contradiction.

## How fast a lead can shrink, and where nodes fall

Here `K` is a given bound on $|1+f|$ over $[a,x]$. The comparison theorem fixes the sign of $\eta-\theta$, which removes the absolute value from the rate bound. The step `hmono` then shows that the rescaled lead never decreases.

```lean
/-- Let `f` be continuous, `g ≤ f` from `a` onwards, `θ` a phase for `f` and `η` a phase for `g`
with `θ a ≤ η a`. If `|1 + f| ≤ K` on `[a, x]`, the lead `η - θ` at `x` is at least its value at `a`
times `exp (-K (x - a))`. -/
theorem phase_lead_bound {f g θ η : ℝ → ℝ} {a x K : ℝ} (hf : Continuous f)
    (hgf : ∀ t, a ≤ t → g t ≤ f t) (hθ : IsPruferPhase f θ) (hη : IsPruferPhase g η)
    (h0 : θ a ≤ η a) (hx : a ≤ x) (hK : ∀ t ∈ Icc a x, |1 + f t| ≤ K) :
    (η a - θ a) * Real.exp (-(K * (x - a))) ≤ η x - θ x := by
  have hG : ∀ t, HasDerivAt (fun s => (η s - θ s) * Real.exp (K * (s - a)))
      ((pruferRate (g t) (η t) - pruferRate (f t) (θ t)) * Real.exp (K * (t - a)) +
        (η t - θ t) * (Real.exp (K * (t - a)) * K)) t := by
    intro t
    have h1 : HasDerivAt (fun s => K * (s - a)) K t :=
      (((hasDerivAt_id' t).sub_const a).const_mul K).congr_deriv (mul_one _)
    exact ((hη t).fun_sub (hθ t)).fun_mul h1.exp
  -- the lead, rescaled by the growing exponential, never decreases
  have hmono : MonotoneOn (fun s => (η s - θ s) * Real.exp (K * (s - a))) (Icc a x) := by
    refine monotoneOn_of_deriv_nonneg (convex_Icc a x)
      (fun t _ => (hG t).continuousAt.continuousWithinAt)
      (fun t _ => (hG t).differentiableAt.differentiableWithinAt) ?_
    intro t ht
    have ht' : t ∈ Icc a x := interior_subset ht
    rw [(hG t).deriv]
    have hle := phase_comparison hf hgf hθ hη h0 ht'.1
    have hr := pruferRate_sub_le (hgf t ht'.1) (hK t ht') (θ t) (η t)
    rw [abs_of_nonpos (sub_nonpos.mpr hle)] at hr
    have hfac : 0 ≤ (pruferRate (g t) (η t) - pruferRate (f t) (θ t) + K * (η t - θ t)) *
        Real.exp (K * (t - a)) := mul_nonneg (by linarith) (Real.exp_pos _).le
    linarith
  have h : (η a - θ a) * Real.exp (K * (a - a)) ≤ (η x - θ x) * Real.exp (K * (x - a)) :=
    hmono (left_mem_Icc.mpr hx) (right_mem_Icc.mpr hx) hx
  rw [sub_self, mul_zero, Real.exp_zero, mul_one] at h
  rw [Real.exp_neg, ← div_eq_mul_inv, div_le_iff₀ (Real.exp_pos _)]
  exact h
```

The node statement follows from the comparison theorem and the intermediate value theorem. It locates one crossing of a prescribed level $n\pi$; it makes no statement about the number of nodes or about eigenvalues.

```lean
/-- Let `f` be continuous, `g ≤ f` from `a` onwards, `θ` a phase for `f` and `η` a phase for `g`. If
`θ a ≤ η a ≤ n π` and `n π ≤ θ x`, where `a ≤ x`, then `η` equals `n π` somewhere in `[a, x]`. -/
theorem node_no_later {f g θ η : ℝ → ℝ} {a x : ℝ} (hf : Continuous f)
    (hgf : ∀ t, a ≤ t → g t ≤ f t) (hθ : IsPruferPhase f θ) (hη : IsPruferPhase g η)
    (h0 : θ a ≤ η a) (hx : a ≤ x) (n : ℤ) (hstart : η a ≤ n * Real.pi)
    (hnode : n * Real.pi ≤ θ x) : ∃ y ∈ Icc a x, η y = n * Real.pi :=
  intermediate_value_Icc hx (fun t _ => (hη t).continuousAt.continuousWithinAt)
    ⟨hstart, hnode.trans (phase_comparison hf hgf hθ hη h0 hx)⟩
```

## An explicit pair of phases

For $f=1$ the constant phase $\pi/4$ works, since $\cos^2(\pi/4)=\sin^2(\pi/4)$; it belongs to the growing exponential $\psi=e^x$. For $g=-1$ the rate is $\cos^2+\sin^2=1$, so $x+\pi/4$ is a phase, that of a sinusoidal wave. With $a=0$ the two phases start equal, and the second leads by $x$ afterwards.

```lean
/-- The constant phase `π/4` belongs to the coefficient `1`, and the uniformly advancing phase
`x + π/4` belongs to the coefficient `-1`. -/
theorem phase_comparison_witness :
    IsPruferPhase (fun _ => 1) (fun _ => Real.pi / 4) ∧
    IsPruferPhase (fun _ => -1) (fun x => x + Real.pi / 4) := by
  constructor
  · intro x
    refine (hasDerivAt_const x (Real.pi / 4)).congr_deriv ?_
    simp [pruferRate, Real.cos_pi_div_four, Real.sin_pi_div_four]
  · intro x
    refine ((hasDerivAt_id' x).add_const (Real.pi / 4)).congr_deriv ?_
    have h := Real.sin_sq_add_cos_sq (x + Real.pi / 4)
    simp only [pruferRate]
    linarith

end PruferPhaseComparison
```

```lean
#print axioms PruferPhaseComparison.wavefunction_of_phase
-- 'PruferPhaseComparison.wavefunction_of_phase' depends on axioms: [propext, Classical.choice, Quot.sound]
#print axioms PruferPhaseComparison.phase_comparison
-- 'PruferPhaseComparison.phase_comparison' depends on axioms: [propext, Classical.choice, Quot.sound]
#print axioms PruferPhaseComparison.phase_lead_bound
-- 'PruferPhaseComparison.phase_lead_bound' depends on axioms: [propext, Classical.choice, Quot.sound]
#print axioms PruferPhaseComparison.node_no_later
-- 'PruferPhaseComparison.node_no_later' depends on axioms: [propext, Classical.choice, Quot.sound]
```
